# On an interval, the von Weizsäcker potential is the functional derivative of the von Weizsäcker energy for positive densities

A: Let $n$ be a $C^2$ density, positive on $[a,b]$, and let $\eta$ be a $C^1$ variation with $\eta(a)=\eta(b)=0$. Then, in atomic units,

$$\left.\frac{d}{dt}T[n+t\eta]\right|_{t=0}=\int_a^b v\,\eta\,dx,\qquad T[n]=\int_a^b\frac{n'^2}{8n}\,dx,\qquad v=-\frac{(\sqrt n)''}{2\sqrt n}.$$

Q: The usual argument keeps the linear term and discards the rest. What is the rest?

A: It can be written exactly. Set $q=n'/n$ and $m=n+t\eta$, with $t$ small enough that $m>0$ on $[a,b]$. Then $m'=qm+t(\eta'-q\eta)$, and squaring gives

$$\frac{m'^2}{8m}=\frac{q^2m}{8}+\frac{t\,q(\eta'-q\eta)}{4}+\frac{t^2(\eta'-q\eta)^2}{8m}.$$

Inserting $m=n+t\eta$ in the first term and collecting powers of $t$,

$$\frac{m'^2}{8m}=\frac{n'^2}{8n}+t\left(\frac{n'\eta'}{4n}-\frac{n'^2\eta}{8n^2}\right)+t^2\,\frac{(n\eta'-n'\eta)^2}{8n^2(n+t\eta)}.$$

For the linear term, differentiate $\sqrt n$ twice:

$$(\sqrt n)''=\frac{n''}{2\sqrt n}-\frac{n'^2}{4n^{3/2}},\qquad\text{so}\qquad v=\frac{n'^2}{8n^2}-\frac{n''}{4n}.$$

The product rule then gives

$$\frac{n'\eta'}{4n}-\frac{n'^2\eta}{8n^2}=\left(\frac{n'\eta}{4n}\right)'+v\eta,$$

and the total derivative integrates to zero because $\eta$ vanishes at both ends.

Finally, $|\eta|/n$ is continuous on $[a,b]$, hence bounded by some $C\ge 0$. If $|t|<1/(2(C+1))$, then $n+t\eta\ge n/2$, and the last term integrates to at most $t^2\int_a^b(n\eta'-n'\eta)^2/(4n^3)\,dx$. Divided by $t$, it vanishes as $t\to0$.

Q: Now the formal version. What is a density there?

A: A real function on the whole line. `energy` is the integral above, with `deriv n` for $n'$, and `potential` is literally the second derivative of $\sqrt n$ divided by $-2\sqrt n$.

In Lean 4 with Mathlib:

```lean
import Mathlib

open Set MeasureTheory Topology

namespace VonWeizsacker

noncomputable section

/-- The von Weizsäcker kinetic energy `T[n] = ∫ n'² / (8 n)` on `[a, b]`, for densities that are
positive there. -/
def energy (a b : ℝ) (n : ℝ → ℝ) : ℝ := ∫ x in a..b, deriv n x ^ 2 / (8 * n x)

/-- The von Weizsäcker potential `v = -(√n)'' / (2 √n)`, at points where `n` is positive. -/
def potential (n : ℝ → ℝ) (x : ℝ) : ℝ :=
  -(deriv (deriv fun y => √(n y)) x) / (2 * √(n x))
```

Q: If $n$ may be negative outside the interval, is that second derivative sound at the endpoints?

A: Yes. Positivity at a point extends to a neighbourhood by continuity, and a derivative sees nothing more. `potential_eq` uses this: `filter_upwards` establishes the formula for $(\sqrt n)'$ near the point, which is what a second differentiation needs. After that, `field_simp` and `ring` reduce the result to the expression in $n'$ and $n''$. The two lemmas before it supply the smoothness of $n'$ and the continuity of the quotients.

```lean
variable {a b : ℝ} {n η : ℝ → ℝ}

/-- The derivative of a `C²` density is `C¹`. -/
theorem contDiff_deriv (hn : ContDiff ℝ 2 n) : ContDiff ℝ 1 (deriv n) := by
  have h : ContDiff ℝ (1 + 1) n := by
    rw [one_add_one_eq_two]
    exact hn
  exact (contDiff_succ_iff_deriv.1 h).2.2

/-- A quotient of continuous functions is continuous on `[a, b]` if the denominator is positive
there. -/
theorem continuousOn_quot {f g : ℝ → ℝ} (hf : Continuous f) (hg : Continuous g)
    (h : ∀ x ∈ Icc a b, 0 < g x) : ContinuousOn (fun x => f x / g x) (Icc a b) :=
  hf.continuousOn.div hg.continuousOn fun x hx => (h x hx).ne'

/-- Where a `C²` density is positive, its von Weizsäcker potential is
`n'² / (8 n²) - n'' / (4 n)`. -/
theorem potential_eq (hn : ContDiff ℝ 2 n) {x : ℝ} (hx : 0 < n x) :
    potential n x = deriv n x ^ 2 / (8 * n x ^ 2) - deriv (deriv n) x / (4 * n x) := by
  have hd := fun y => ((hn.of_le one_le_two).differentiable (by norm_num) y).hasDerivAt
  have hd2 := ((contDiff_deriv hn).differentiable (by norm_num) x).hasDerivAt
  have hs := Real.sqrt_pos.2 hx
  -- first derivative of the square root, near `x`
  have h1 : deriv (fun y => √(n y)) =ᶠ[𝓝 x] fun y => deriv n y / (2 * √(n y)) := by
    filter_upwards [hn.continuous.continuousAt.eventually (lt_mem_nhds hx)] with y hy
    exact ((hd y).sqrt hy.ne').deriv
  have h2 := hd2.fun_div (((hd x).sqrt hx.ne').const_mul 2) (mul_pos two_pos hs).ne'
  unfold potential
  rw [h1.deriv_eq, h2.deriv]
  have hsq : √(n x) ^ 2 = n x := Real.sq_sqrt hx.le
  generalize √(n x) = s at hs hsq ⊢
  rw [← hsq]
  have hs0 := hs.ne'
  field_simp
  ring
```

Q: And the boundary term?

A: `hder` states the product-rule identity, the fundamental theorem of calculus integrates it, and `ha` and `hb` remove the end values. Much of the remaining text shows that each integrand is integrable.

```lean
/-- Integration by parts: for a `C²` density positive on `[a, b]` and a `C¹` variation that vanishes
at both ends, the linear change of the kinetic energy is the integral of the potential times the
variation. -/
theorem first_variation (hab : a ≤ b) (hn : ContDiff ℝ 2 n) (hη : ContDiff ℝ 1 η)
    (hpos : ∀ x ∈ Icc a b, 0 < n x) (ha : η a = 0) (hb : η b = 0) :
    ∫ x in a..b, (deriv n x * deriv η x / (4 * n x) - deriv n x ^ 2 * η x / (8 * n x ^ 2))
      = ∫ x in a..b, potential n x * η x := by
  have c0 := hn.continuous
  have c1 := (contDiff_deriv hn).continuous
  have c2 : Continuous (deriv (deriv n)) := (contDiff_deriv hn).continuous_deriv (by norm_num)
  have e0 := hη.continuous
  have e1 : Continuous (deriv η) := hη.continuous_deriv (by norm_num)
  have i1 : IntervalIntegrable (fun x => deriv n x * deriv η x / (4 * n x)) volume a b :=
    (continuousOn_quot (by fun_prop) (by fun_prop) fun x hx => by
      have := hpos x hx
      positivity).intervalIntegrable_of_Icc hab
  have i2 : IntervalIntegrable (fun x => deriv n x ^ 2 * η x / (8 * n x ^ 2)) volume a b :=
    (continuousOn_quot (by fun_prop) (by fun_prop) fun x hx => by
      have := hpos x hx
      positivity).intervalIntegrable_of_Icc hab
  have i3 : IntervalIntegrable (fun x => deriv (deriv n) x * η x / (4 * n x)) volume a b :=
    (continuousOn_quot (by fun_prop) (by fun_prop) fun x hx => by
      have := hpos x hx
      positivity).intervalIntegrable_of_Icc hab
  have j1 : IntervalIntegrable (fun x => deriv n x * deriv η x / (4 * n x)
      - deriv n x ^ 2 * η x / (8 * n x ^ 2)) volume a b := i1.sub i2
  have j2 : IntervalIntegrable (fun x => deriv n x ^ 2 * η x / (8 * n x ^ 2)
      - deriv (deriv n) x * η x / (4 * n x)) volume a b := i2.sub i3
  have hv : ∫ x in a..b, potential n x * η x = ∫ x in a..b,
      (deriv n x ^ 2 * η x / (8 * n x ^ 2) - deriv (deriv n) x * η x / (4 * n x)) := by
    refine intervalIntegral.integral_congr fun x hx => ?_
    rw [uIcc_of_le hab] at hx
    simp only [potential_eq hn (hpos x hx)]
    ring
  -- the difference of the two integrands is the derivative of `n' η / (4 n)`
  have hder : ∀ x ∈ uIcc a b, HasDerivAt (fun x => deriv n x * η x / (4 * n x))
      ((deriv n x * deriv η x / (4 * n x) - deriv n x ^ 2 * η x / (8 * n x ^ 2))
        - (deriv n x ^ 2 * η x / (8 * n x ^ 2) - deriv (deriv n) x * η x / (4 * n x))) x := by
    intro x hx
    rw [uIcc_of_le hab] at hx
    have h0 := (hpos x hx).ne'
    have d0 := ((hn.of_le one_le_two).differentiable (by norm_num) x).hasDerivAt
    have d1 := ((contDiff_deriv hn).differentiable (by norm_num) x).hasDerivAt
    have d2 := (hη.differentiable (by norm_num) x).hasDerivAt
    refine ((d1.fun_mul d2).fun_div (d0.const_mul 4) (mul_ne_zero four_ne_zero h0)).congr_deriv ?_
    field_simp
    ring
  have ftc := intervalIntegral.integral_eq_sub_of_hasDerivAt hder (j1.sub j2)
  rw [intervalIntegral.integral_sub j1 j2, ha, hb] at ftc
  rw [hv]
  simp only [mul_zero, zero_div, sub_zero] at ftc
  linarith
```

Q: Is the second-order term kept exactly?

A: It is, for every $t$ that leaves the varied density positive on $[a,b]$. The proof merges the integrals and checks the identity pointwise.

```lean
/-- Exact expansion of the kinetic energy of a `C²` density positive on `[a, b]`, along a `C¹`
variation that vanishes at both ends, as long as the varied density stays positive on `[a, b]`. -/
theorem energy_expansion (hab : a ≤ b) (hn : ContDiff ℝ 2 n) (hη : ContDiff ℝ 1 η)
    (hpos : ∀ x ∈ Icc a b, 0 < n x) (ha : η a = 0) (hb : η b = 0) (t : ℝ)
    (ht : ∀ x ∈ Icc a b, 0 < n x + t * η x) :
    energy a b (fun x => n x + t * η x) = energy a b n + t * (∫ x in a..b, potential n x * η x)
      + t ^ 2 * ∫ x in a..b, (n x * deriv η x - deriv n x * η x) ^ 2
          / (8 * n x ^ 2 * (n x + t * η x)) := by
  have c0 := hn.continuous
  have c1 := (contDiff_deriv hn).continuous
  have e0 := hη.continuous
  have e1 : Continuous (deriv η) := hη.continuous_deriv (by norm_num)
  have iA : IntervalIntegrable (fun x => deriv n x ^ 2 / (8 * n x)) volume a b :=
    (continuousOn_quot (by fun_prop) (by fun_prop) fun x hx => by
      have := hpos x hx
      positivity).intervalIntegrable_of_Icc hab
  have iB : IntervalIntegrable (fun x => t * (deriv n x * deriv η x / (4 * n x)
      - deriv n x ^ 2 * η x / (8 * n x ^ 2))) volume a b :=
    (((continuousOn_quot (by fun_prop) (by fun_prop) fun x hx => by
      have := hpos x hx
      positivity).sub (continuousOn_quot (by fun_prop) (by fun_prop) fun x hx => by
      have := hpos x hx
      positivity)).intervalIntegrable_of_Icc hab).const_mul t
  have iC : IntervalIntegrable (fun x => t ^ 2 * ((n x * deriv η x - deriv n x * η x) ^ 2
      / (8 * n x ^ 2 * (n x + t * η x)))) volume a b :=
    ((continuousOn_quot (by fun_prop) (by fun_prop) fun x hx => by
      have := hpos x hx
      exact mul_pos (by positivity) (ht x hx)).intervalIntegrable_of_Icc hab).const_mul (t ^ 2)
  rw [← first_variation hab hn hη hpos ha hb]
  unfold energy
  rw [← intervalIntegral.integral_const_mul, ← intervalIntegral.integral_const_mul,
    ← intervalIntegral.integral_add iA iB, ← intervalIntegral.integral_add (iA.add iB) iC]
  refine intervalIntegral.integral_congr fun x hx => ?_
  rw [uIcc_of_le hab] at hx
  have d0 := ((hn.of_le one_le_two).differentiable (by norm_num) x).hasDerivAt
  have d1 := (hη.differentiable (by norm_num) x).hasDerivAt
  have h0 := (hpos x hx).ne'
  have h1 := (ht x hx).ne'
  simp only [(d0.fun_add (d1.const_mul t)).deriv]
  field_simp
  ring
```

Q: Which statement is the physical claim?

A: `hasDerivAt_energy`. It says that the real function $t\mapsto T[n+t\eta]$ has derivative $\int_a^b v\eta\,dx$ at $t=0$, from both sides. The variation need not conserve particle number. `ContDiff ℝ 2 n` and `ContDiff ℝ 1 η` are smoothness conditions on the whole line, while positivity is required only on $[a,b]$.

In the proof, `key` is the bound $n+t\eta\ge n/2$, and `hRK` compares the remainder with its $t$-independent bound. An $O(t^2)$ remainder is $o(t)$, which is the definition of the derivative.

```lean
/-- The functional derivative of the von Weizsäcker energy is the von Weizsäcker potential: for a
`C²` density positive on `[a, b]` and a `C¹` variation `η` vanishing at both ends, `T[n + t η]` is
differentiable at `t = 0` with derivative `∫ v η`. -/
theorem hasDerivAt_energy (hab : a ≤ b) (hn : ContDiff ℝ 2 n) (hη : ContDiff ℝ 1 η)
    (hpos : ∀ x ∈ Icc a b, 0 < n x) (ha : η a = 0) (hb : η b = 0) :
    HasDerivAt (fun t => energy a b fun x => n x + t * η x)
      (∫ x in a..b, potential n x * η x) 0 := by
  have c0 := hn.continuous
  have c1 := (contDiff_deriv hn).continuous
  have e0 := hη.continuous
  have e1 : Continuous (deriv η) := hη.continuous_deriv (by norm_num)
  obtain ⟨C, hC⟩ := isCompact_Icc.exists_bound_of_continuousOn (continuousOn_quot e0 c0 hpos)
  have hδ : 0 < 1 / (2 * (|C| + 1)) := by positivity
  -- for small `t` the varied density is at least half the original one
  have key : ∀ t, |t| < 1 / (2 * (|C| + 1)) → ∀ x ∈ Icc a b, n x / 2 ≤ n x + t * η x := by
    intro t ht x hx
    have h0 := hpos x hx
    have h1 := hC x hx
    rw [Real.norm_eq_abs, abs_div, abs_of_pos h0, div_le_iff₀ h0] at h1
    rw [lt_div_iff₀ (by positivity)] at ht
    have h2 : |η x| ≤ (|C| + 1) * n x := by nlinarith [le_abs_self C]
    have h3 : |t * η x| ≤ n x / 2 := by
      rw [abs_mul]
      nlinarith [mul_le_mul_of_nonneg_left h2 (abs_nonneg t), mul_le_mul_of_nonneg_right ht.le h0.le]
    linarith [neg_abs_le (t * η x)]
  rw [hasDerivAt_iff_isLittleO_nhds_zero]
  -- the remainder is of second order in `t`
  refine (Asymptotics.IsBigO.of_bound (∫ x in a..b, (n x * deriv η x - deriv n x * η x) ^ 2
    / (8 * n x ^ 2 * (n x / 2))) ?_).trans_isLittleO (Asymptotics.isLittleO_pow_id one_lt_two)
  filter_upwards [Metric.ball_mem_nhds (0 : ℝ) hδ] with t ht
  rw [Metric.mem_ball, Real.dist_eq, sub_zero] at ht
  have hp : ∀ x ∈ Icc a b, 0 < n x + t * η x := fun x hx => by
    linarith [key t ht x hx, hpos x hx]
  have hR0 : 0 ≤ ∫ x in a..b, (n x * deriv η x - deriv n x * η x) ^ 2
      / (8 * n x ^ 2 * (n x + t * η x)) :=
    intervalIntegral.integral_nonneg hab fun x hx =>
      div_nonneg (sq_nonneg _) (mul_nonneg (by positivity) (hp x hx).le)
  have hRK : ∫ x in a..b, (n x * deriv η x - deriv n x * η x) ^ 2
      / (8 * n x ^ 2 * (n x + t * η x)) ≤ ∫ x in a..b,
      (n x * deriv η x - deriv n x * η x) ^ 2 / (8 * n x ^ 2 * (n x / 2)) := by
    refine intervalIntegral.integral_mono_on hab
      ((continuousOn_quot (by fun_prop) (by fun_prop) fun x hx => by
        have := hpos x hx
        exact mul_pos (by positivity) (hp x hx)).intervalIntegrable_of_Icc hab)
      ((continuousOn_quot (by fun_prop) (by fun_prop) fun x hx => by
        have := hpos x hx
        positivity).intervalIntegrable_of_Icc hab) fun x hx => ?_
    have h0 := hpos x hx
    have h1 := key t ht x hx
    gcongr
  have hz : energy a b (fun x => n x + 0 * η x) = energy a b n := by simp
  have hc : ∀ A B R : ℝ, A + B + R - A - B = R := fun A B R => by ring
  simp only [zero_add, smul_eq_mul]
  rw [hz, energy_expansion hab hn hη hpos ha hb t hp, hc, norm_mul, Real.norm_of_nonneg hR0]
  exact (mul_comm _ _).trans_le (mul_le_mul_of_nonneg_right hRK (norm_nonneg _))
```

Q: What physics is left out?

A: The setting is one-dimensional, and each direction $\eta$ is treated separately. Densities that vanish at a hard wall or at a node are excluded, as is an infinite domain.

Q: If $\sqrt n$ solves a Schrödinger equation, does $n$ minimise the corresponding energy?

A: Yes, among positive $C^1$ densities with the same end values and the same particle number. The reason is convexity. The second-order term is nonnegative, so setting $\eta=m-n$ and $t=1$ puts $T$ above its tangent. Here $m$ is any positive $C^1$ density with the same end values as $n$.

```lean
/-- The energy lies above its tangent: `T[m] ≥ T[n] + ∫ v (m - n)` for a `C²` density `n` and a
`C¹` density `m`, both positive on `[a, b]` and equal at the two ends. -/
theorem tangent_le_energy {m : ℝ → ℝ} (hab : a ≤ b) (hn : ContDiff ℝ 2 n) (hm : ContDiff ℝ 1 m)
    (hpos : ∀ x ∈ Icc a b, 0 < n x) (hmpos : ∀ x ∈ Icc a b, 0 < m x)
    (ha : m a = n a) (hb : m b = n b) :
    energy a b n + ∫ x in a..b, potential n x * (m x - n x) ≤ energy a b m := by
  have e : (fun x => n x + 1 * (m x - n x)) = m := by
    funext x
    ring
  have hp : ∀ x ∈ Icc a b, 0 < n x + 1 * (m x - n x) := fun x hx => by
    linarith [hmpos x hx]
  have h := energy_expansion (η := fun x => m x - n x) hab hn (hm.sub (hn.of_le one_le_two))
    hpos (sub_eq_zero.2 ha) (sub_eq_zero.2 hb) 1 hp
  have hR : 0 ≤ ∫ x in a..b, (n x * deriv (fun x => m x - n x) x - deriv n x * (m x - n x)) ^ 2
      / (8 * n x ^ 2 * (n x + 1 * (m x - n x))) :=
    intervalIntegral.integral_nonneg hab fun x hx =>
      div_nonneg (sq_nonneg _) (mul_nonneg (by positivity) (hp x hx).le)
  beta_reduce at h
  rw [e] at h
  linarith
```

Now suppose that $-\tfrac12(\sqrt n)''+w\sqrt n=\mu\sqrt n$ on $[a,b]$. Here $w$ is a continuous external potential, which rules out a Coulomb singularity in the interval, and the constant $\mu$ acts as the Lagrange multiplier for particle number. Because the end values are nonzero, $\mu$ need not equal the energy per particle. Dividing by $\sqrt n$ gives $v=\mu-w$. If $m$ also has the same particle number as $n$, the $\mu$ term cancels and

$$T[m]-T[n]\ge\int_a^b(\mu-w)(m-n)\,dx=-\int_a^b w(m-n)\,dx.$$

So $n$ minimises $T[n]+\int_a^b wn\,dx$ among these competitors. That such an $n$ exists is assumed, and uniqueness is not claimed.

```lean
/-- If `√n` solves the Schrödinger equation `-½ (√n)'' + w √n = μ √n` on `[a, b]` with continuous
`w`, then the positive `C²` density `n` minimises `T[n] + ∫ w n` among positive `C¹` densities with
the same end values and the same particle number. -/
theorem schrodinger_density_minimises {m w : ℝ → ℝ} {μ : ℝ} (hab : a ≤ b)
    (hn : ContDiff ℝ 2 n) (hm : ContDiff ℝ 1 m) (hw : ContinuousOn w (Icc a b))
    (hpos : ∀ x ∈ Icc a b, 0 < n x) (hmpos : ∀ x ∈ Icc a b, 0 < m x)
    (ha : m a = n a) (hb : m b = n b) (hN : ∫ x in a..b, m x = ∫ x in a..b, n x)
    (hS : ∀ x ∈ Icc a b,
      -(1 / 2) * deriv (deriv fun y => √(n y)) x + w x * √(n x) = μ * √(n x)) :
    energy a b n + ∫ x in a..b, w x * n x ≤ energy a b m + ∫ x in a..b, w x * m x := by
  have im : IntervalIntegrable (fun x => μ * m x) volume a b :=
    (hm.continuous.intervalIntegrable a b).const_mul μ
  have iN : IntervalIntegrable (fun x => μ * n x) volume a b :=
    (hn.continuous.intervalIntegrable a b).const_mul μ
  have iwm : IntervalIntegrable (fun x => w x * m x) volume a b :=
    (hw.mul hm.continuous.continuousOn).intervalIntegrable_of_Icc hab
  have iwn : IntervalIntegrable (fun x => w x * n x) volume a b :=
    (hw.mul hn.continuous.continuousOn).intervalIntegrable_of_Icc hab
  -- the Schrödinger equation says `v = μ - w`
  have hv : ∫ x in a..b, potential n x * (m x - n x)
      = ∫ x in a..b, ((μ * m x - μ * n x) - (w x * m x - w x * n x)) := by
    refine intervalIntegral.integral_congr fun x hx => ?_
    rw [uIcc_of_le hab] at hx
    have hs := Real.sqrt_pos.2 (hpos x hx)
    have h : potential n x = μ - w x := by
      unfold potential
      rw [div_eq_iff (mul_pos two_pos hs).ne']
      linear_combination 2 * hS x hx
    simp only [h]
    ring
  have h := tangent_le_energy hab hn hm hpos hmpos ha hb
  rw [hv, intervalIntegral.integral_sub (im.sub iN) (iwm.sub iwn),
    intervalIntegral.integral_sub im iN, intervalIntegral.integral_sub iwm iwn,
    intervalIntegral.integral_const_mul, intervalIntegral.integral_const_mul, hN] at h
  linarith

end

end VonWeizsacker
```

```lean
#print axioms VonWeizsacker.hasDerivAt_energy
-- 'VonWeizsacker.hasDerivAt_energy' depends on axioms: [propext, Classical.choice, Quot.sound]
#print axioms VonWeizsacker.schrodinger_density_minimises
-- 'VonWeizsacker.schrodinger_density_minimises' depends on axioms: [propext, Classical.choice, Quot.sound]
```

Q: Where would I meet $v$ in a calculation?

A: In orbital-free density functional theory, where the three-dimensional form of this term is a common ingredient of kinetic functionals; the result here covers its one-dimensional version on a finite interval. A program can store $\varphi=\sqrt n$, apply a finite-difference or, in a periodic cell, a Fourier second derivative, and divide by $-2\varphi$. That division amplifies noise where the density is small. Minimising over $\varphi$ avoids it, since the gradient is then $2\varphi v=-\varphi''$.

To test an implementation, compare $(T[n+t\eta]-T[n])/t$ with the grid sum for $\int_a^b v\eta\,dx$. For small positive $t$ the quotient should approach from above, up to discretisation and rounding error, because the second-order term is nonnegative.
